# For $U>0$ and $0\le n\le 1$, the Dudarev energy penalises only fractional occupations

## Occupation matrices and their energy

Let $m$ be a finite set of localised orbitals, for example the five $d$ orbitals of one atom, and let $\sigma$ be a finite set of spin channels. Each channel $s$ has a complex matrix $n_s$ with rows and columns labelled by the orbitals. Write $1$ for the identity matrix and $\dagger$ for the conjugate transpose. A matrix $A$ is positive semidefinite, written $A\ge 0$, when it is Hermitian and $v^\dagger A v\ge 0$ for every vector $v$.

An **occupation matrix** is a matrix $n$ with

$$n\ge 0,\qquad 1-n\ge 0 .$$

The occupations of the shell are the eigenvalues of $n$, not its diagonal entries, which change with the choice of orbitals. The Dudarev energy is

$$E_U=\frac U2\sum_s \mathrm{Re}\,\mathrm{Tr}(n_s-n_s^2).$$

Here $E_U$ is only the correction that is added to a density functional, not the total energy. The real number $U$ is the effective on-site interaction, usually written $U-J$ in terms of the Coulomb and exchange parameters. It sets the energy scale of the penalty and is taken as given.

## Where the two bounds come from

For orthonormal local orbitals $\phi_i$ and a one-particle density operator $\gamma$ in one spin channel, the occupation matrix has entries $n_{ij}=\langle\phi_i|\gamma|\phi_j\rangle$. With $|\phi_v\rangle=\sum_j v_j|\phi_j\rangle$,

$$v^\dagger n v=\langle\phi_v|\gamma|\phi_v\rangle .$$

The Pauli principle puts the eigenvalues of $\gamma$ between 0 and 1, so this number lies between $0$ and $v^\dagger v$. These are the two conditions on $n$. Projections on non-orthogonal orbitals need not respect the upper bound.

## Zero energy means idempotent channels

For one occupation matrix $n$, the trace $\mathrm{Tr}(n-n^2)$ is real and nonnegative, and it is zero exactly when $n^2=n$. For $U>0$ and a family of occupation matrices $n_s$, it follows that

$$E_U\ge 0,\qquad E_U=0\iff n_s^2=n_s\ \text{for every } s,$$

$$E_U>0\iff 0<\lambda_{s,i}<1\ \text{for some } s \text{ and } i,$$

where $\lambda_{s,i}$ are the eigenvalues of $n_s$.

In DFT+U practice, this identifies which given occupation matrices pay the correction in its rotationally invariant one-parameter form. It doesn't say that minimising the total energy leads to integer occupations, since the other terms of the functional also depend on the density.

In the Lean file, `IsOccupation n` bundles the two matrix inequalities. Hermiticity needs no hypothesis of its own, because `PosSemidef` contains it. The function `dudarevEnergy` takes a real `U` and a family `n : σ → Matrix m m ℂ`. Its real part loses nothing for occupation matrices, since `trace_sub_sq` proves that the imaginary part of the trace vanishes. With the order on complex numbers opened at the top of the file, $0\le z$ means that $z$ is real and nonnegative.

The type `σ` may have any finite number of elements: two for collinear spin, one for a single channel. Blocks that couple different spin channels do not enter the energy. How the orbitals are chosen, and how $U$ is determined, also lie outside the model.

## Splitting the trace into two positive pieces

Expand two products:

$$n(1-n)n=n^2-n^3,\qquad (1-n)n(1-n)=n-2n^2+n^3 .$$

Their sum is

$$n-n^2=n(1-n)n+(1-n)n(1-n).$$

Both terms are positive semidefinite. Since $n$ is Hermitian,

$$v^\dagger n(1-n)n\,v=(nv)^\dagger(1-n)(nv)\ge 0,$$

and in the same way

$$v^\dagger(1-n)n(1-n)v=\big((1-n)v\big)^\dagger n\,\big((1-n)v\big)\ge 0 .$$

So $P=n-n^2$ is positive semidefinite. Its trace is the sum of its eigenvalues, which are real and nonnegative. If the trace is zero, every eigenvalue of $P$ is zero, and a Hermitian matrix with only zero eigenvalues is the zero matrix. Then $n^2=n$. Conversely, $n^2=n$ gives $P=0$ and a vanishing trace.

For the energy, put $t_s=\mathrm{Tr}(n_s-n_s^2)\ge 0$. Then $E_U=\frac U2\sum_s t_s$ is nonnegative. Because $U/2>0$, it vanishes only if $\sum_s t_s=0$, and a sum of nonnegative numbers vanishes only if each $t_s$ does.

## From idempotency to eigenvalues

Let $v_j$ be an orthonormal eigenbasis of $n$ with $nv_j=\lambda_jv_j$. Then $n^2v_j=\lambda_j^2v_j$. If $n^2=n$, subtraction gives

$$\lambda_j(\lambda_j-1)v_j=0,$$

and since $v_j\neq 0$, the eigenvalue is 0 or 1. Conversely, if every $\lambda_j$ is 0 or 1, then $\lambda_j^2=\lambda_j$, so $n^2$ and $n$ agree on every eigenvector. Let $W$ be the unitary matrix with columns $v_j$. Then $n^2W=nW$, and multiplication by $W^\dagger$ from the right gives $n^2=n$.

The eigenvalues of an occupation matrix are also bounded. From $n\ge 0$ we have $\lambda_i\ge 0$. From $1-n\ge 0$ and the normalisation of $v_i$,

$$0\le v_i^\dagger(1-n)v_i=1-\lambda_i .$$

Hence every eigenvalue lies in $[0,1]$, and one that is neither 0 nor 1 lies strictly between them. If no channel has such an eigenvalue, all channels are idempotent and $E_U=0$. If some channel has one, that channel is not idempotent. Then $E_U\neq 0$, and with $E_U\ge 0$ the energy is positive.

## Two shells with the same diagonal

Take one spin channel, two orbitals and $U=4$ eV. Consider

$$a=\begin{pmatrix}1/2&1/4\\1/4&1/2\end{pmatrix},\qquad b=\begin{pmatrix}1/2&1/2\\1/2&1/2\end{pmatrix}.$$

For the first matrix,

$$a^2=\begin{pmatrix}5/16&1/4\\1/4&5/16\end{pmatrix},\qquad a-a^2=\begin{pmatrix}3/16&0\\0&3/16\end{pmatrix}.$$

The trace is $3/8$, and the energy is $\frac42\cdot\frac38=\frac34$ eV. The eigenvalues of $a$ are $3/4$ and $1/4$, both fractional.

For the second matrix, $b^2=b$ and the energy is zero. Its eigenvalues are 1 and 0: one electron fills the combination $(\phi_1+\phi_2)/\sqrt2$ completely. The diagonal entries $1/2$ describe the choice of orbitals and carry no penalty.

## Overfilling can hide a penalty

A natural slip is to assume only $n\ge 0$ and to forget the upper bound. The matrix $\mathrm{diag}(3/5,6/5)$ shows what goes wrong. Its two contributions to the trace are

$$\frac35\Big(1-\frac35\Big)=\frac6{25},\qquad \frac65\Big(1-\frac65\Big)=-\frac6{25}.$$

They cancel, so the energy is zero for every $U$, although the first orbital is fractionally occupied and the matrix is not idempotent. The condition $1-n\ge 0$ rules out the negative contribution. The file records this matrix as `overfilledShell`.

## The complete Lean file

```lean
import Mathlib

open Matrix
open scoped ComplexOrder

namespace DudarevPenalty

noncomputable section

variable {m σ : Type*} [Fintype m] [DecidableEq m] [Fintype σ]

/-- An occupation matrix of a localised shell: both `n` and `1 - n` are positive
semidefinite. -/
structure IsOccupation (n : Matrix m m ℂ) : Prop where
  nonneg : n.PosSemidef
  le_one : (1 - n).PosSemidef

/-- The Dudarev energy `(U/2) ∑ₛ Re Tr(nₛ - nₛ²)`, summed over the spin channels `s`. -/
def dudarevEnergy (U : ℝ) (n : σ → Matrix m m ℂ) : ℝ :=
  U / 2 * ∑ s, (trace (n s - n s * n s)).re

/-- For an occupation matrix, `n - n²` is positive semidefinite. -/
theorem posSemidef_sub_sq {n : Matrix m m ℂ} (hn : IsOccupation n) :
    (n - n * n).PosSemidef := by
  have h1 := hn.le_one.conjTranspose_mul_mul_same n
  rw [hn.nonneg.isHermitian.eq] at h1
  have h2 := hn.nonneg.conjTranspose_mul_mul_same (1 - n)
  rw [hn.le_one.isHermitian.eq] at h2
  -- split n(1-n) into two manifestly positive pieces
  have e : n - n * n = n * (1 - n) * n + (1 - n) * n * (1 - n) := by noncomm_ring
  rw [e]
  exact h1.add h2

/-- For an occupation matrix, `Tr(n - n²)` is real and nonnegative, and it vanishes exactly
when `n² = n`. -/
theorem trace_sub_sq {n : Matrix m m ℂ} (hn : IsOccupation n) :
    (trace (n - n * n)).im = 0 ∧ 0 ≤ (trace (n - n * n)).re ∧
      (trace (n - n * n) = 0 ↔ n * n = n) := by
  have hP := posSemidef_sub_sq hn
  have ht := Complex.le_def.mp hP.trace_nonneg
  refine ⟨ht.2.symm, ht.1, ?_⟩
  -- a positive semidefinite matrix without trace is zero
  rw [hP.trace_eq_zero_iff, sub_eq_zero]
  exact eq_comm

/-- For `U > 0` the Dudarev energy of occupation matrices is nonnegative, and it is zero
exactly when the matrix of every spin channel is idempotent. -/
theorem dudarevEnergy_nonneg_and_eq_zero_iff {U : ℝ} (hU : 0 < U)
    {n : σ → Matrix m m ℂ} (hn : ∀ s, IsOccupation (n s)) :
    0 ≤ dudarevEnergy U n ∧ (dudarevEnergy U n = 0 ↔ ∀ s, n s * n s = n s) := by
  have hpos : ∀ s ∈ Finset.univ, 0 ≤ (trace (n s - n s * n s)).re :=
    fun s _ => (trace_sub_sq (hn s)).2.1
  have hU2 : U / 2 ≠ 0 := by positivity
  refine ⟨mul_nonneg (by positivity) (Finset.sum_nonneg hpos), ?_⟩
  unfold dudarevEnergy
  rw [mul_eq_zero, or_iff_right hU2, Finset.sum_eq_zero_iff_of_nonneg hpos]
  constructor
  · intro h s
    exact (trace_sub_sq (hn s)).2.2.mp
      (Complex.ext (h s (Finset.mem_univ s)) (trace_sub_sq (hn s)).1)
  · intro h s _
    rw [(trace_sub_sq (hn s)).2.2.mpr (h s), Complex.zero_re]

/-- A Hermitian matrix is idempotent exactly when each of its eigenvalues is 0 or 1. -/
theorem idempotent_iff_eigenvalues {n : Matrix m m ℂ} (hn : n.IsHermitian) :
    n * n = n ↔ ∀ i, hn.eigenvalues i = 0 ∨ hn.eigenvalues i = 1 := by
  have hv : ∀ j, n *ᵥ (hn.eigenvectorBasis j).ofLp
      = hn.eigenvalues j • (hn.eigenvectorBasis j).ofLp :=
    fun j => hn.mulVec_eigenvectorBasis j
  have hsq : ∀ j, (n * n) *ᵥ (hn.eigenvectorBasis j).ofLp
      = hn.eigenvalues j • hn.eigenvalues j • (hn.eigenvectorBasis j).ofLp := by
    intro j
    rw [← Matrix.mulVec_mulVec, hv, Matrix.mulVec_smul, hv]
  constructor
  · intro h j
    have h0 : (hn.eigenvectorBasis j).ofLp ≠ 0 := fun h0 =>
      hn.eigenvectorBasis.orthonormal.ne_zero j (by ext k; exact congrFun h0 k)
    obtain ⟨k, hk⟩ := Function.ne_iff.mp h0
    have e := hsq j
    rw [h, hv] at e
    have ek := congrFun e k
    simp only [Pi.smul_apply, Complex.real_smul] at ek
    have e2 : ((hn.eigenvalues j : ℂ) * ((hn.eigenvalues j : ℂ) - 1))
        * (hn.eigenvectorBasis j).ofLp k = 0 := by linear_combination -ek
    rcases mul_eq_zero.mp ((mul_eq_zero.mp e2).resolve_right hk) with h1 | h1
    · left; exact_mod_cast h1
    · right; exact_mod_cast sub_eq_zero.mp h1
  · intro h
    -- n² and n agree on every eigenvector, hence on the unitary matrix of eigenvectors
    have hW : n * n * (hn.eigenvectorUnitary : Matrix m m ℂ)
        = n * (hn.eigenvectorUnitary : Matrix m m ℂ) := by
      ext i j
      have e : (n * n) *ᵥ (hn.eigenvectorBasis j).ofLp
          = n *ᵥ (hn.eigenvectorBasis j).ofLp := by
        rw [hsq, hv]
        rcases h j with h1 | h1 <;> simp [h1]
      exact congrFun e i
    have hu : (hn.eigenvectorUnitary : Matrix m m ℂ)
        * star (hn.eigenvectorUnitary : Matrix m m ℂ) = 1 :=
      Matrix.mem_unitaryGroup_iff.mp hn.eigenvectorUnitary.2
    have e := congrArg (· * star (hn.eigenvectorUnitary : Matrix m m ℂ)) hW
    simpa only [mul_assoc, hu, mul_one] using e

/-- The eigenvalues of an occupation matrix lie between 0 and 1. -/
theorem eigenvalues_mem_Icc {n : Matrix m m ℂ} (hn : IsOccupation n) (i : m) :
    0 ≤ hn.nonneg.isHermitian.eigenvalues i ∧ hn.nonneg.isHermitian.eigenvalues i ≤ 1 := by
  refine ⟨hn.nonneg.eigenvalues_nonneg i, ?_⟩
  set H := hn.nonneg.isHermitian
  set v : m → ℂ := (H.eigenvectorBasis i).ofLp with hvdef
  have hv : n *ᵥ v = H.eigenvalues i • v := H.mulVec_eigenvectorBasis i
  have h0 : v ≠ 0 := fun h0 =>
    H.eigenvectorBasis.orthonormal.ne_zero i (by ext k; exact congrFun h0 k)
  have hp : 0 < star v ⬝ᵥ v := lt_of_le_of_ne (dotProduct_star_self_nonneg v)
    (Ne.symm (mt dotProduct_star_self_eq_zero.mp h0))
  have hp' : 0 < (star v ⬝ᵥ v).re := (Complex.lt_def.mp hp).1
  -- the expectation value of 1 - n in the eigenvector is 1 - λ times its squared norm
  have hq := (Complex.le_def.mp (hn.le_one.dotProduct_mulVec_nonneg v)).1
  rw [Matrix.sub_mulVec, Matrix.one_mulVec, hv, dotProduct_sub, dotProduct_smul,
    Complex.real_smul, Complex.sub_re, Complex.re_ofReal_mul, Complex.zero_re] at hq
  by_contra hlt
  have hlt' : 0 < H.eigenvalues i - 1 := by linarith [not_le.mp hlt]
  nlinarith [mul_pos hlt' hp']

/-- For `U > 0` the Dudarev energy of occupation matrices is positive exactly when some spin
channel has an eigenvalue strictly between 0 and 1. -/
theorem dudarevEnergy_pos_iff_fractional {U : ℝ} (hU : 0 < U)
    {n : σ → Matrix m m ℂ} (hn : ∀ s, IsOccupation (n s)) :
    0 < dudarevEnergy U n ↔ ∃ s i, 0 < (hn s).nonneg.isHermitian.eigenvalues i ∧
      (hn s).nonneg.isHermitian.eigenvalues i < 1 := by
  obtain ⟨hE, hz⟩ := dudarevEnergy_nonneg_and_eq_zero_iff hU hn
  constructor
  · intro hpos
    by_contra hno
    refine hpos.ne' (hz.mpr fun s => ?_)
    refine (idempotent_iff_eigenvalues (hn s).nonneg.isHermitian).mpr fun i => ?_
    obtain ⟨h0, h1⟩ := eigenvalues_mem_Icc (hn s) i
    rcases h0.eq_or_lt with h | h
    · exact Or.inl h.symm
    · rcases h1.eq_or_lt with h' | h'
      · exact Or.inr h'
      · exact absurd ⟨s, i, h, h'⟩ hno
  · rintro ⟨s, i, h0, h1⟩
    refine lt_of_le_of_ne hE fun h => ?_
    rcases (idempotent_iff_eigenvalues (hn s).nonneg.isHermitian).mp (hz.mp h.symm s) i
      with h' | h'
    · exact h0.ne' h'
    · exact h1.ne h'

/-- The diagonal two-orbital matrix with entries 3/5 and 6/5. -/
def overfilledShell : Matrix (Fin 2) (Fin 2) ℂ :=
  Matrix.diagonal fun i => ((![3 / 5, 6 / 5] i : ℝ) : ℂ)

/-- The overfilled shell is positive semidefinite and has zero Dudarev energy for every `U`,
yet it is not idempotent. -/
theorem overfilledShell_energy_zero (U : ℝ) :
    overfilledShell.PosSemidef ∧ dudarevEnergy U (fun _ : Unit => overfilledShell) = 0 ∧
      overfilledShell * overfilledShell ≠ overfilledShell := by
  refine ⟨?_, ?_, ?_⟩
  · refine Matrix.PosSemidef.diagonal fun i => ?_
    refine Complex.zero_le_real.mpr ?_
    fin_cases i <;> norm_num
  · -- the deficit 6/25 of one orbital cancels the excess of the other
    have ht : trace (overfilledShell - overfilledShell * overfilledShell) = 0 := by
      simp only [overfilledShell, Matrix.diagonal_mul_diagonal, Matrix.trace_sub,
        Matrix.trace_diagonal, Fin.sum_univ_two]
      norm_num
    simp [dudarevEnergy, ht]
  · intro h
    have h00 := congrFun (congrFun h 0) 0
    norm_num [overfilledShell, Matrix.diagonal_mul_diagonal] at h00

end

end DudarevPenalty
```

```lean
#print axioms DudarevPenalty.dudarevEnergy_pos_iff_fractional
#print axioms DudarevPenalty.overfilledShell_energy_zero
```

```
'DudarevPenalty.dudarevEnergy_pos_iff_fractional' depends on axioms: [propext, Classical.choice, Quot.sound]
'DudarevPenalty.overfilledShell_energy_zero' depends on axioms: [propext, Classical.choice, Quot.sound]
```

## How the Lean proof follows the algebra

The lemma `posSemidef_sub_sq` carries the main argument. Mathlib's `conjTranspose_mul_mul_same` says that $B^\dagger AB$ is positive semidefinite whenever $A$ is. It is applied once with $A=1-n$ and $B=n$, and once with the roles exchanged. Hermiticity then removes the daggers. The tactic `noncomm_ring` verifies the splitting of $n-n^2$ without assuming that matrices commute, and `h1.add h2` adds the two positive pieces.

In `trace_sub_sq`, the complex inequality $0\le\mathrm{Tr}\,P$ is separated by `Complex.le_def` into a statement about real parts and one about imaginary parts. This gives the first two claims. The third uses `trace_eq_zero_iff`, the fact that a positive semidefinite matrix with zero trace is zero.

The theorem `dudarevEnergy_nonneg_and_eq_zero_iff` sums over the channels. It first removes the nonzero factor $U/2$, and `Finset.sum_eq_zero_iff_of_nonneg` then turns a vanishing sum into vanishing terms. At that point only the real part of each trace is known to be zero. `Complex.ext` combines it with the zero imaginary part, so that the criterion for the complex trace applies.

The lemma `idempotent_iff_eigenvalues` needs only a Hermitian matrix, without either bound. In the forward direction it picks a component $k$ in which the eigenvector $v_j$ is nonzero, obtains $\lambda_j(\lambda_j-1)(v_j)_k=0$ with `linear_combination`, and cancels that component. In the reverse direction, `hW` is the equation $n^2W=nW$, checked column by column, and `hu` is $WW^\dagger=1$.

The bounds on the eigenvalues are in `eigenvalues_mem_Icc`. The code doesn't insert the normalisation of the eigenvector. It keeps the squared norm $v^\dagger v$, shows that it is positive, and works with

$$0\le(1-\lambda_i)\,v^\dagger v .$$

If $\lambda_i$ were larger than 1, the right-hand side would be negative, and `nlinarith` closes this contradiction. For a unit vector the inequality is the one derived above.

Finally, `dudarevEnergy_pos_iff_fractional` joins these results. In the forward direction it supposes that no fractional eigenvalue exists. The bounds then force each eigenvalue to be 0 or 1, which makes the energy zero and contradicts its positivity. In the reverse direction, zero energy would make the given fractional eigenvalue equal to 0 or 1.

The theorem `overfilledShell_energy_zero` computes the counterexample directly. Positivity is checked on the two diagonal entries and the trace is evaluated by `norm_num`. Idempotency fails already in the first diagonal entry, where $(3/5)^2=9/25$ differs from $3/5$.
